# The spin exchange operator of two orbitals equals $2\,\mathbf S_i\cdot\mathbf S_j+\tfrac12 n_in_j$

Creation and annihilation operators are taken here as elements of an abstract complex algebra, and the anticommutation relations are a separate hypothesis, used only by the results that need it. For each orbital $i$ and spin $s\in\{0,1\}$ (up and down) there is an annihilator $a_{is}$ and a creator $c_{is}$, which physicists write as $a_{is}^\dagger$. This separation shows that the exchange identity is a statement about the Pauli matrices: it holds for any two such families, and also for $i=j$. The anticommutation relations are used in three further results: the action of the exchange operator on two singly occupied orbitals, its comparison with the Coulomb exchange term, and the formula for the squared spin of one orbital.

## Expanding the scalar product of two spins

Let $n_i=\sum_s c_{is}a_{is}$ be the number operator of orbital $i$, and let

$$E_{ij}=\sum_{s,t}c_{is}a_{it}\,c_{jt}a_{js}$$

be the spin exchange operator. With $\hbar=1$ and the Pauli matrices $\sigma^k$, numbered $k=0,1,2$ for $x,y,z$, the spin components are $S_i^k=\tfrac12\sum_{s,t}\sigma^k_{st}\,c_{is}a_{it}$. The claim is

$$E_{ij}=2\,\mathbf S_i\cdot\mathbf S_j+\tfrac12 n_in_j .$$

Abbreviate $X_{st}=c_{is}a_{it}$ and $Y_{st}=c_{js}a_{jt}$. Then

$$S_i^0=\tfrac12(X_{01}+X_{10}),\qquad S_i^1=\tfrac{\mathrm i}{2}(X_{10}-X_{01}),\qquad S_i^2=\tfrac12(X_{00}-X_{11}),$$

and the same holds for $j$ with $Y$ in place of $X$. The $x$ and $y$ products give

$$2S_i^0S_j^0+2S_i^1S_j^1=\tfrac12(X_{01}+X_{10})(Y_{01}+Y_{10})-\tfrac12(X_{10}-X_{01})(Y_{10}-Y_{01})=X_{01}Y_{10}+X_{10}Y_{01}.$$

The $z$ product and the density term give

$$2S_i^2S_j^2+\tfrac12n_in_j=\tfrac12(X_{00}-X_{11})(Y_{00}-Y_{11})+\tfrac12(X_{00}+X_{11})(Y_{00}+Y_{11})=X_{00}Y_{00}+X_{11}Y_{11}.$$

Together these are the four terms of $\sum_{s,t}X_{st}Y_{ts}=E_{ij}$. Every $X$ stayed to the left of every $Y$, so no operators were exchanged.

## What the anticommutation relations add

Now assume that annihilators anticommute with each other, that creators do too, and that $a_{is}c_{jt}+c_{jt}a_{is}=\delta_{ij}\delta_{st}$.

**Swapping two spins.** Let $i\ne j$, and let $|0\rangle$ be annihilated by every $a_{ks}$. Moving annihilators to the right gives

$$a_{js}c_{iu}c_{jv}|0\rangle=-c_{iu}a_{js}c_{jv}|0\rangle=-\delta_{sv}\,c_{iu}|0\rangle,$$

$$a_{it}c_{jt}c_{iu}|0\rangle=-c_{jt}a_{it}c_{iu}|0\rangle=-\delta_{tu}\,c_{jt}|0\rangle .$$

The two signs cancel, only $s=v$, $t=u$ survives in the sum, and $E_{ij}c_{iu}c_{jv}|0\rangle=c_{iv}c_{ju}|0\rangle$.

**The Coulomb exchange term.** For $i\neq j$ we have $a_{it}c_{jt}=-c_{jt}a_{it}$, hence

$$\sum_{s,t}c_{is}c_{jt}a_{it}a_{js}=-E_{ij}=-\left(2\,\mathbf S_i\cdot\mathbf S_j+\tfrac12n_in_j\right).$$

In electronic structure theory this turns the exchange term of the Hamiltonian, for one pair of orthonormal orbitals, into a Heisenberg coupling plus a density term. For real orbitals the same integral also multiplies a pair-hopping term, which moves two electrons from one orbital to the other and is not included here. With one electron in each orbital, the bracket is $1$ for a triplet and $-1$ for a singlet, so a positive exchange integral favours parallel spins as far as this term alone is concerned.

**One orbital.** For $i=j$, drop the orbital index and add $n^2$ to $E$. The relations give

$$c_sa_tc_ta_s=c_sa_s-c_sc_ta_ta_s,\qquad c_sa_sc_ta_t=\delta_{st}c_sa_t-c_sc_ta_sa_t .$$

The two-body parts cancel because $a_ta_s+a_sa_t=0$. Summing over $s$ and $t$ leaves $E+n^2=2n+n=3n$. Inserting $E=2\mathbf S^2+\tfrac12n^2$ yields

$$\mathbf S^2=\tfrac34\,n(2-n),$$

which is $0$, $\tfrac34$, $0$ for an orbital with zero, one or two electrons.

## Operators and relations in Lean

```lean
import Mathlib

open Complex

namespace SpinExchangeIdentity

noncomputable section
```

The type `O` labels the orbitals and may be finite or infinite. `Fin 2` labels the spin, and `A` is the operator algebra.

```lean
/-- Canonical anticommutation relations for annihilators `a i s` and creators `c i s`
of orbital `i` and spin `s`. -/
structure IsCanonicalFermion {O A : Type*} [DecidableEq O] [Ring A]
    (a c : O → Fin 2 → A) : Prop where
  ann : ∀ i s j t, a i s * a j t + a j t * a i s = 0
  cre : ∀ i s j t, c i s * c j t + c j t * c i s = 0
  mixed : ∀ i s j t, a i s * c j t + c j t * a i s = if i = j ∧ s = t then 1 else 0
```

The three fields are the three groups of relations. The right-hand side of `mixed` is $\delta_{ij}\delta_{st}$. When each creator is the adjoint of its annihilator, this says that the spin orbitals are orthonormal. Nothing requires `c i s` to be the adjoint of `a i s`: the algebra has no adjoint, and the proofs use only these relations.

```lean
variable {O A : Type*} [Ring A]

/-- The number operator of orbital `i`, summed over spin. -/
def number (a c : O → Fin 2 → A) (i : O) : A := ∑ s, c i s * a i s

/-- The spin exchange operator of orbitals `i` and `j`. -/
def exchange (a c : O → Fin 2 → A) (i j : O) : A :=
  ∑ s, ∑ t, c i s * a i t * c j t * a j s
```

`number` is $n_i$ and `exchange` is $E_{ij}$, with the factors in the order used above. Neither definition refers to `IsCanonicalFermion`.

## Exchange acting on a singly occupied pair

State vectors live in a module `M` over the algebra, and `•` is the action of an operator on a vector.

```lean
/-- Moving an annihilator past a creator in front of a state vector. -/
theorem ann_cre_smul [DecidableEq O] {M : Type*} [AddCommGroup M] [Module A M]
    {a c : O → Fin 2 → A} (h : IsCanonicalFermion a c) (i : O) (s : Fin 2) (j : O)
    (t : Fin 2) (x : M) :
    a i s • c j t • x = (if i = j ∧ s = t then x else 0) - c j t • a i s • x := by
  have e := congrArg (fun y : A => y • x) (h.mixed i s j t)
  simp only [add_smul, mul_smul] at e
  rw [eq_sub_iff_add_eq, e]
  split_ifs <;> simp
```

This is the relation `mixed` applied to a vector $x$ and solved for $a_{is}c_{jt}x$. It serves as a rewriting rule that moves annihilators to the right.

```lean
/-- On two distinct orbitals holding one electron each above a vacuum, the exchange
operator interchanges the two spins. -/
theorem exchange_swaps_spins [DecidableEq O] {M : Type*} [AddCommGroup M] [Module A M]
    {a c : O → Fin 2 → A} (h : IsCanonicalFermion a c) {i j : O} (hij : i ≠ j)
    (vac : M) (hv : ∀ k s, a k s • vac = 0) (u v : Fin 2) :
    exchange a c i j • c i u • c j v • vac = c i v • c j u • vac := by
  -- only the term that removes spins u and v survives
  have term : ∀ s t, (c i s * a i t * c j t * a j s) • c i u • c j v • vac =
      if s = v then (if t = u then c i s • c j t • vac else 0) else 0 := by
    intro s t
    by_cases hs : s = v <;> by_cases ht : t = u <;>
      simp [mul_smul, ann_cre_smul h, hv, hij, hij.symm, hs, ht]
  simp only [exchange, Finset.sum_smul, term]
  fin_cases u <;> fin_cases v <;> simp
```

The hypothesis `hv` is what makes `vac` a vacuum: every annihilator sends it to zero. The spins `u` and `v` are arbitrary, so parallel spins are included, and such a state is left unchanged.

The inner statement `term` evaluates one summand of the exchange operator. It separates the cases $s=v$ or not and $t=u$ or not, and in each one the simplifier applies the rewriting rule until an annihilator meets the vacuum. The last line carries out the sums for the four choices of `u` and `v`.

## Spin operators and the identity

From here on `A` is an algebra over the complex numbers, as the $y$ component requires.

```lean
variable [Algebra ℂ A]

/-- The three Pauli matrices. -/
def pauli : Fin 3 → Matrix (Fin 2) (Fin 2) ℂ :=
  ![!![0, 1; 1, 0], !![0, -I; I, 0], !![1, 0; 0, -1]]

/-- Component `k` of the spin operator of orbital `i`. -/
def spin (a c : O → Fin 2 → A) (k : Fin 3) (i : O) : A :=
  (1 / 2 : ℂ) • ∑ s, ∑ t, pauli k s t • (c i s * a i t)

/-- The scalar product of the spin vectors of orbitals `i` and `j`. -/
def spinDot (a c : O → Fin 2 → A) (i j : O) : A := ∑ k, spin a c k i * spin a c k j
```

`spin a c k i` is $S_i^k$, and `spinDot` is $\mathbf S_i\cdot\mathbf S_j=\sum_kS_i^kS_j^k$ with the factor of orbital $i$ on the left.

```lean
/-- The three spin components written out in creators and annihilators. -/
theorem spin_components (a c : O → Fin 2 → A) (i : O) :
    spin a c 0 i = (1 / 2 : ℂ) • (c i 0 * a i 1 + c i 1 * a i 0) ∧
    spin a c 1 i = (I / 2) • (c i 1 * a i 0 - c i 0 * a i 1) ∧
    spin a c 2 i = (1 / 2 : ℂ) • (c i 0 * a i 0 - c i 1 * a i 1) := by
  refine ⟨?_, ?_, ?_⟩ <;> simp [spin, pauli, Fin.sum_univ_two] <;> module
```

These are the three explicit formulas for $S_i^0$, $S_i^1$ and $S_i^2$, obtained by inserting the matrix entries.

```lean
/-- Spin exchange identity: the exchange operator of two orbitals is
`2 S_i · S_j + n_i n_j / 2`. With this operator ordering no commutation rule is needed. -/
theorem spin_exchange_identity (a c : O → Fin 2 → A) (i j : O) :
    exchange a c i j =
      (2 : ℂ) • spinDot a c i j + (1 / 2 : ℂ) • (number a c i * number a c j) := by
  -- the two factors of the imaginary unit in the y components combine to a sign
  have hy : spin a c 1 i * spin a c 1 j = (-(1 / 4) : ℂ) •
      ((c i 1 * a i 0 - c i 0 * a i 1) * (c j 1 * a j 0 - c j 0 * a j 1)) := by
    rw [(spin_components a c i).2.1, (spin_components a c j).2.1, smul_mul_smul_comm,
      show I / 2 * (I / 2) = -(1 / 4) by linear_combination (1 / 4) * I_mul_I]
  rw [spinDot, Fin.sum_univ_three, hy, (spin_components a c i).1, (spin_components a c j).1,
    (spin_components a c i).2.2, (spin_components a c j).2.2]
  simp only [exchange, number, Fin.sum_univ_two, smul_mul_assoc, mul_smul_comm,
    mul_add, add_mul, mul_sub, sub_mul, mul_assoc]
  module
```

The theorem takes arbitrary families `a` and `c` and arbitrary orbitals `i` and `j`. Canonical fermions on distinct orbitals are a special case.

The step `hy` treats the $y$ components, where $(\mathrm i/2)^2=-\tfrac14$ supplies the minus sign seen in the expansion. After the other components are inserted, `simp only` multiplies out all products without reordering operators, and `module` compares the coefficients of the resulting words in creators and annihilators. This is the cancellation done above with $X$ and $Y$.

## The normal-ordered Coulomb term

```lean
/-- For distinct orbitals of canonical fermions, the normal-ordered operator multiplying the Coulomb
exchange integral is `-(2 S_i · S_j + n_i n_j / 2)`. -/
theorem coulomb_exchange_eq [DecidableEq O] {a c : O → Fin 2 → A}
    (h : IsCanonicalFermion a c) {i j : O} (hij : i ≠ j) :
    ∑ s, ∑ t, c i s * c j t * a i t * a j s =
      -((2 : ℂ) • spinDot a c i j + (1 / 2 : ℂ) • (number a c i * number a c j)) := by
  rw [← spin_exchange_identity, exchange, ← Finset.sum_neg_distrib]
  refine Finset.sum_congr rfl fun s _ => ?_
  rw [← Finset.sum_neg_distrib]
  refine Finset.sum_congr rfl fun t _ => ?_
  -- operators of different orbitals anticommute
  have e := h.mixed i t j t
  rw [if_neg (fun q => hij q.1)] at e
  rw [mul_assoc (c i s) (a i t) (c j t), eq_neg_of_add_eq_zero_left e]
  simp only [mul_neg, neg_mul, neg_neg, mul_assoc]
```

The left-hand side has both creators to the left of both annihilators, as in the two-electron part of a Hamiltonian. The exchange integral that multiplies it is a number and does not appear, nor do the other interaction terms or any hopping between the orbitals.

The proof first replaces the bracket by the exchange operator, using the previous theorem backwards. It then compares the sums term by term. The hypothesis `hij` makes the right-hand side of `mixed` zero, so $a_{it}$ and $c_{jt}$ anticommute, and one interchange gives the overall sign.

## The squared spin of one orbital

```lean
/-- For canonical fermions, the squared spin of a single orbital is `(3/4) n_i (2 - n_i)`. -/
theorem spin_squared_eq [DecidableEq O] {a c : O → Fin 2 → A}
    (h : IsCanonicalFermion a c) (i : O) :
    spinDot a c i i = (3 / 4 : ℂ) • (number a c i * (2 - number a c i)) := by
  -- the two-body parts of exchange and squared density cancel
  have T : ∀ s t, c i s * a i t * c i t * a i s + c i s * a i s * (c i t * a i t) =
      c i s * a i s + c i s * (if i = i ∧ s = t then 1 else 0) * a i t := by
    intro s t
    have e1 := h.mixed i t i t
    rw [if_pos ⟨rfl, rfl⟩] at e1
    have e3 := h.ann i t i s
    rw [← h.mixed i s i t]
    linear_combination (norm := noncomm_ring) c i s * e1 * a i s - c i s * c i t * e3
  have hE : exchange a c i i + number a c i * number a c i = (3 : ℂ) • number a c i := by
    calc exchange a c i i + number a c i * number a c i
        = ∑ s, ∑ t, (c i s * a i t * c i t * a i s + c i s * a i s * (c i t * a i t)) := by
          simp only [exchange, number, Finset.sum_mul_sum, Finset.sum_add_distrib]
      _ = ∑ s, ∑ t, (c i s * a i s +
            c i s * (if i = i ∧ s = t then 1 else 0) * a i t) :=
          Finset.sum_congr rfl fun s _ => Finset.sum_congr rfl fun t _ => T s t
      _ = (3 : ℂ) • number a c i := by
          simp [number, Fin.sum_univ_two]
          module
  rw [spin_exchange_identity] at hE
  rw [mul_sub, mul_two]
  linear_combination (norm := module) (1 / 2 : ℂ) • hE
```

The statement is an operator identity, so it also covers superpositions of different occupations.

The inner statement `T` is the calculation for fixed $s$ and $t$. Its `linear_combination` line names the relations used: `e1` is $a_tc_t+c_ta_t=1$, placed between $c_s$ and $a_s$, and `e3` is the anticommutation of the two annihilators, multiplied from the left by $c_sc_t$. The relation between $a_s$ and $c_t$ enters through the preceding rewrite of the Kronecker delta. Next, `hE` sums over the spins to obtain $E_{ii}+n_i^2=3n_i$. The exchange identity with $i=j$ is then inserted, and half of the resulting equation gives the squared spin.

## Fock space as an exterior algebra

The relations and the vacuum condition have a concrete realisation. The one-particle space consists of the complex functions on spin orbitals, and the many-particle space is its exterior algebra, whose product is antisymmetric in one-particle vectors.

```lean
/-- Creation on Fock space: the exterior product with a spin orbital. -/
def fockCre [DecidableEq O] (i : O) (s : Fin 2) :
    Module.End ℂ (ExteriorAlgebra ℂ (O × Fin 2 → ℂ)) :=
  LinearMap.mulLeft ℂ (ExteriorAlgebra.ι ℂ (Pi.single (i, s) 1))

/-- Annihilation on Fock space: the contraction with a spin orbital. -/
def fockAnn (i : O) (s : Fin 2) : Module.End ℂ (ExteriorAlgebra ℂ (O × Fin 2 → ℂ)) :=
  CliffordAlgebra.contractLeft (Q := (0 : QuadraticForm ℂ (O × Fin 2 → ℂ)))
    (LinearMap.proj (i, s) : (O × Fin 2 → ℂ) →ₗ[ℂ] ℂ)
```

Creation multiplies from the left by the basis vector of the spin orbital $(i,s)$. Annihilation contracts with the coordinate function that reads off the $(i,s)$ component. Both are linear maps of the exterior algebra to itself, and these maps form the algebra `A` in this example.

```lean
/-- The Fock space operators satisfy the canonical relations, and every annihilator
sends the unit of the exterior algebra to zero. -/
theorem fock_space_witness [DecidableEq O] :
    IsCanonicalFermion (fockAnn (O := O)) fockCre ∧
    ∀ (i : O) (s : Fin 2),
      fockAnn i s • (1 : ExteriorAlgebra ℂ (O × Fin 2 → ℂ)) = 0 := by
  refine ⟨⟨?_, ?_, ?_⟩, fun i s => CliffordAlgebra.contractLeft_one ..⟩
  · intro i s j t
    refine LinearMap.ext fun x => ?_
    change fockAnn i s (fockAnn j t x) + fockAnn j t (fockAnn i s x) = 0
    exact add_eq_zero_iff_eq_neg.mpr (CliffordAlgebra.contractLeft_comm ..)
  · intro i s j t
    refine LinearMap.ext fun x => ?_
    change ExteriorAlgebra.ι ℂ (Pi.single (i, s) 1) *
        (ExteriorAlgebra.ι ℂ (Pi.single (j, t) 1) * x) +
      ExteriorAlgebra.ι ℂ (Pi.single (j, t) 1) *
        (ExteriorAlgebra.ι ℂ (Pi.single (i, s) 1) * x) = 0
    rw [← mul_assoc, ← mul_assoc, ← add_mul, ExteriorAlgebra.ι_add_mul_swap, zero_mul]
  · intro i s j t
    refine LinearMap.ext fun x => ?_
    -- contraction is an antiderivation of the exterior product
    have key : fockAnn i s (fockCre j t x) =
        (Pi.single (j, t) 1 : O × Fin 2 → ℂ) (i, s) • x - fockCre j t (fockAnn i s x) :=
      CliffordAlgebra.contractLeft_ι_mul ..
    change fockAnn i s (fockCre j t x) + fockCre j t (fockAnn i s x) = _
    rw [key, sub_add_cancel, Pi.single_apply]
    simp only [Prod.mk.injEq]
    split_ifs <;> simp

end

end SpinExchangeIdentity
```

The theorem states that these operators obey all the canonical relations and that the unit $1$ of the exterior algebra is a vacuum. For finitely many orbitals this space is the usual fermionic Fock space, here without an inner product. For infinitely many, the one-particle space contains all functions on the spin orbitals, with no condition of square summability.

Each group of relations comes from one property of the exterior algebra. Two contractions anticommute, and so do two multiplications by one-particle vectors. For the mixed relation, `key` states that contraction is an antiderivation: contracting a product $e_{jt}\wedge x$, where $e_{jt}$ is the basis vector of $(j,t)$, gives $\delta_{ij}\delta_{st}\,x$ minus $e_{jt}\wedge(a_{is}x)$. Moving the last term to the other side gives the anticommutator.

```lean
#print axioms SpinExchangeIdentity.exchange_swaps_spins
#print axioms SpinExchangeIdentity.spin_exchange_identity
#print axioms SpinExchangeIdentity.coulomb_exchange_eq
#print axioms SpinExchangeIdentity.spin_squared_eq
```

```
'SpinExchangeIdentity.exchange_swaps_spins' depends on axioms: [propext, Classical.choice, Quot.sound]
'SpinExchangeIdentity.spin_exchange_identity' depends on axioms: [propext, Classical.choice, Quot.sound]
'SpinExchangeIdentity.coulomb_exchange_eq' depends on axioms: [propext, Classical.choice, Quot.sound]
'SpinExchangeIdentity.spin_squared_eq' depends on axioms: [propext, Classical.choice, Quot.sound]
```
